# A gapped, non-negative oscillator-strength density of total strength N > 0 has a polarizability that falls strictly along the positive imaginary axis, with tail N/u²

Two neutral atoms in spherically symmetric ground states, far apart but close enough for retardation to be neglected, attract with leading energy $-C_6/R^6$. The Casimir–Polder integral gives the coefficient, in atomic units, as
$$C_6=\frac{3}{\pi}\int_0^\infty a_A(u)\,a_B(u)\,du,$$
where $a(u)$ is an atom's isotropic polarizability at imaginary frequency $iu$. How does $a$ behave over this infinite range?

```lean
import Mathlib

open MeasureTheory Filter Set Topology

namespace ImaginaryFrequencyPolarizability

noncomputable section
```

## Polarizability from an absorption density

Let $g(w)$ be the oscillator strength per unit frequency, starting at a threshold $w_0$. Then
$$a(u)=\int_{w_0}^\infty\frac{g(w)}{w^2+u^2}\,dw .$$
In Lean, `g` is a real function, `Ici w0` is $[w_0,\infty)$, and the integral is a Lebesgue integral. Sharp bound-state lines are therefore not covered, since a delta function is not a function `g`.

```lean
/-- Polarizability at imaginary frequency `iu` (atomic units) of a system with
oscillator-strength density `g` above the threshold `w0 > 0`. -/
def polarizability (g : ℝ → ℝ) (w0 u : ℝ) : ℝ :=
  ∫ w in Ici w0, g w / (w ^ 2 + u ^ 2)
```

The total strength is $N=\int_{w_0}^\infty g\,dw$. For a full electronic spectrum the Thomas–Reiche–Kuhn sum rule equates it with the number of electrons; here $N$ is simply the integral.

```lean
/-- Total oscillator strength above the threshold `w0`, for an integrable density `g`. -/
def totalStrength (g : ℝ → ℝ) (w0 : ℝ) : ℝ :=
  ∫ w in Ici w0, g w
```

## The gap keeps the static response finite

Assume $w_0>0$, meaning that no absorption occurs at arbitrarily low frequency. Then $w^2+u^2\ge w_0^2$, so
$$\left|\frac{g(w)}{w^2+u^2}\right|\le\frac{|g(w)|}{w_0^2}.$$
The right side is integrable whenever $g$ is, even for $u=0$. `Integrable.mono'` applies this comparison.

```lean
variable {g : ℝ → ℝ} {w0 : ℝ}

/-- For an integrable density and a positive threshold, the integrand of the
polarizability is integrable at every imaginary frequency, zero included. -/
theorem integrable_response (hw0 : 0 < w0) (hi : IntegrableOn g (Ici w0)) (u : ℝ) :
    IntegrableOn (fun w => g w / (w ^ 2 + u ^ 2)) (Ici w0) := by
  have hi' : Integrable g (volume.restrict (Ici w0)) := hi
  have hm : Measurable (fun w : ℝ => w ^ 2 + u ^ 2) := by fun_prop
  -- the threshold bounds the kernel by 1 / w0 ^ 2
  refine Integrable.mono' (hi'.norm.div_const (w0 ^ 2))
    (hi'.1.aemeasurable.div hm.aemeasurable).aestronglyMeasurable ?_
  filter_upwards [ae_restrict_mem measurableSet_Ici] with w hw
  have hw' : w0 ≤ w := hw
  have hle : w0 ^ 2 ≤ w ^ 2 + u ^ 2 := by nlinarith [sq_nonneg u]
  have hnn : 0 ≤ w ^ 2 + u ^ 2 := by positivity
  rw [norm_div, Real.norm_of_nonneg hnn]
  gcongr
```

## Positive weights give positive integrals

Let $g\ge0$ on $[w_0,\infty)$, as for absorption from a ground state, and let $k>0$ there, with $gk$ integrable. Then $\int gk\ge0$. If the integral were zero, $gk$ would vanish almost everywhere, and so would $g$, because $k$ never does. The hypothesis `hne` excludes this: the system absorbs somewhere.

```lean
/-- A non-negative density that is not almost everywhere zero has a positive integral
against every strictly positive weight for which the product is integrable. -/
theorem integral_mul_pos {k : ℝ → ℝ} (hg : ∀ w, w0 ≤ w → 0 ≤ g w)
    (hne : ¬ g =ᵐ[volume.restrict (Ici w0)] 0) (hk : ∀ w, w0 ≤ w → 0 < k w)
    (hi : IntegrableOn (fun w => g w * k w) (Ici w0)) :
    0 < ∫ w in Ici w0, g w * k w := by
  have h0 : 0 ≤ᵐ[volume.restrict (Ici w0)] fun w => g w * k w := by
    filter_upwards [ae_restrict_mem measurableSet_Ici] with w hw
    exact mul_nonneg (hg w hw) (hk w hw).le
  refine lt_of_le_of_ne (integral_nonneg_of_ae h0) fun h => hne ?_
  -- a vanishing integral would force the density itself to vanish
  have hz := (integral_eq_zero_iff_of_nonneg_ae h0 hi).1 h.symm
  filter_upwards [hz, ae_restrict_mem measurableSet_Ici] with w hw hm
  have hw' : g w * k w = 0 := hw
  exact (mul_eq_zero.1 hw').resolve_right (hk w hm).ne'
```

## Strict decrease

For $0\le u<v$,
$$a(u)-a(v)=\int_{w_0}^\infty g(w)\left[\frac1{w^2+u^2}-\frac1{w^2+v^2}\right]dw .$$
The bracket equals $(v^2-u^2)/[(w^2+u^2)(w^2+v^2)]>0$, so the previous lemma makes the difference positive. `StrictAntiOn` on `Ici 0` states this decrease for $u\ge0$.

```lean
/-- For a non-negative, integrable density that is not almost everywhere zero, above a
positive threshold, the polarizability strictly decreases with `u ≥ 0`. -/
theorem polarizability_strictAntiOn (hw0 : 0 < w0) (hg : ∀ w, w0 ≤ w → 0 ≤ g w)
    (hi : IntegrableOn g (Ici w0)) (hne : ¬ g =ᵐ[volume.restrict (Ici w0)] 0) :
    StrictAntiOn (polarizability g w0) (Ici 0) := by
  intro u hu v _ huv
  have hsq : u ^ 2 < v ^ 2 := pow_lt_pow_left₀ huv hu two_ne_zero
  have hiu := integrable_response hw0 hi u
  have hiv := integrable_response hw0 hi v
  have e : (fun w => g w * ((w ^ 2 + u ^ 2)⁻¹ - (w ^ 2 + v ^ 2)⁻¹)) =
      fun w => g w / (w ^ 2 + u ^ 2) - g w / (w ^ 2 + v ^ 2) := by
    funext w
    ring
  have hk : ∀ w, w0 ≤ w → 0 < (w ^ 2 + u ^ 2)⁻¹ - (w ^ 2 + v ^ 2)⁻¹ := by
    intro w hw
    have hwp : 0 < w := hw0.trans_le hw
    have hd : 0 < w ^ 2 + u ^ 2 := by positivity
    exact sub_pos.2 (inv_strictAnti₀ hd (by linarith))
  have hint : IntegrableOn
      (fun w => g w * ((w ^ 2 + u ^ 2)⁻¹ - (w ^ 2 + v ^ 2)⁻¹)) (Ici w0) := by
    rw [e]
    exact Integrable.sub hiu hiv
  -- the difference of the two polarizabilities is a positive integral
  have hpos : 0 < ∫ w in Ici w0, g w * ((w ^ 2 + u ^ 2)⁻¹ - (w ^ 2 + v ^ 2)⁻¹) :=
    integral_mul_pos hg hne hk hint
  rw [e, integral_sub hiu hiv] at hpos
  exact sub_pos.1 hpos
```

## The free-electron limit

At fixed $w$,
$$\frac{u^2g(w)}{w^2+u^2}=g(w)-\frac{w^2g(w)}{w^2+u^2}\longrightarrow g(w)\qquad(u\to\infty),$$
and the left side never exceeds $|g(w)|$ in magnitude. Dominated convergence gives $u^2a(u)\to N$: at high frequency the binding no longer matters. The three main bullets in the proof check measurability, the bound and the pointwise limit. Neither the gap nor the sign of $g$ is needed.

```lean
/-- Free-electron limit: for an integrable density, `u ^ 2` times the polarizability
tends to the total oscillator strength as `u` tends to infinity. -/
theorem tendsto_sq_mul_polarizability (hi : IntegrableOn g (Ici w0)) :
    Tendsto (fun u => u ^ 2 * polarizability g w0 u) atTop (𝓝 (totalStrength g w0)) := by
  have hi' : Integrable g (volume.restrict (Ici w0)) := hi
  simp only [polarizability, totalStrength, ← integral_const_mul]
  -- dominated convergence, with the density itself as the bound
  refine tendsto_integral_filter_of_dominated_convergence (fun w => ‖g w‖) ?_ ?_ hi'.norm ?_
  · refine Eventually.of_forall fun u => ?_
    have hm : Measurable (fun w : ℝ => w ^ 2 + u ^ 2) := by fun_prop
    exact ((hi'.1.aemeasurable.div hm.aemeasurable).const_mul (u ^ 2)).aestronglyMeasurable
  · filter_upwards [eventually_gt_atTop (0 : ℝ)] with u hu
    refine ae_of_all _ fun w => ?_
    have hd : 0 < w ^ 2 + u ^ 2 := by positivity
    rw [norm_mul, norm_div, Real.norm_of_nonneg (sq_nonneg u), Real.norm_of_nonneg hd.le,
      ← mul_div_assoc, div_le_iff₀ hd]
    nlinarith [mul_nonneg (norm_nonneg (g w)) (sq_nonneg w)]
  · refine ae_of_all _ fun w => ?_
    have h1 : Tendsto (fun u : ℝ => (w ^ 2 + u ^ 2)⁻¹) atTop (𝓝 0) :=
      tendsto_inv_atTop_zero.comp
        (tendsto_atTop_add_const_left _ (w ^ 2) (tendsto_pow_atTop two_ne_zero))
    have h2 : Tendsto (fun u : ℝ => g w - w ^ 2 * g w * (w ^ 2 + u ^ 2)⁻¹) atTop
        (𝓝 (g w)) := by
      simpa using (h1.const_mul (w ^ 2 * g w)).const_sub (g w)
    refine h2.congr' ?_
    filter_upwards [eventually_gt_atTop (0 : ℝ)] with u hu
    have hd : w ^ 2 + u ^ 2 ≠ 0 := by positivity
    field_simp
    ring
```

The main theorem collects these results. Taking $k=1$ in the positivity lemma gives $N>0$, and $k=1/(w^2+u^2)$ gives $a(u)>0$ for every real $u$.

```lean
/-- For a non-negative, integrable density that is not almost everywhere zero, above a
positive threshold, the total strength is positive, and the polarizability is positive,
strictly decreasing on `u ≥ 0`, and approaches the free-electron form `N / u ^ 2`. -/
theorem polarizability_imaginary_axis (hw0 : 0 < w0) (hg : ∀ w, w0 ≤ w → 0 ≤ g w)
    (hi : IntegrableOn g (Ici w0)) (hne : ¬ g =ᵐ[volume.restrict (Ici w0)] 0) :
    0 < totalStrength g w0 ∧ (∀ u, 0 < polarizability g w0 u) ∧
      StrictAntiOn (polarizability g w0) (Ici 0) ∧
      Tendsto (fun u => u ^ 2 * polarizability g w0 u) atTop
        (𝓝 (totalStrength g w0)) := by
  refine ⟨?_, fun u => ?_, polarizability_strictAntiOn hw0 hg hi hne,
    tendsto_sq_mul_polarizability hi⟩
  · have h := integral_mul_pos (k := fun _ => 1) hg hne (fun _ _ => one_pos)
      (by simpa only [mul_one] using hi)
    simpa only [mul_one, totalStrength] using h
  · have hint := integrable_response hw0 hi u
    simp only [div_eq_mul_inv] at hint
    simp only [polarizability, div_eq_mul_inv]
    refine integral_mul_pos hg hne (fun w hw => ?_) hint
    have hwp : 0 < w := hw0.trans_le hw
    positivity
```

## How far below the limit

Subtracting under the integral gives
$$N-u^2a(u)=\int_{w_0}^\infty\frac{w^2g(w)}{w^2+u^2}\,dw ,$$
which is the polarizability formula with $g$ replaced by $w^2g$.

```lean
/-- For an integrable density above a positive threshold, the deficit from the
free-electron value is the polarizability integral of the density `w ^ 2 * g w`. -/
theorem free_electron_deficit (hw0 : 0 < w0) (hi : IntegrableOn g (Ici w0)) (u : ℝ) :
    totalStrength g w0 - u ^ 2 * polarizability g w0 u =
      polarizability (fun w => w ^ 2 * g w) w0 u := by
  unfold totalStrength polarizability
  rw [← integral_const_mul,
    ← integral_sub hi (Integrable.const_mul (integrable_response hw0 hi u) (u ^ 2))]
  refine setIntegral_congr_fun measurableSet_Ici fun w hw => ?_
  have hwp : 0 < w := hw0.trans_le hw
  have hd : w ^ 2 + u ^ 2 ≠ 0 := by positivity
  show g w - u ^ 2 * (g w / (w ^ 2 + u ^ 2)) = w ^ 2 * g w / (w ^ 2 + u ^ 2)
  field_simp
  ring
```

The weight $1-u^2/(w^2+u^2)=w^2/(w^2+u^2)$ is positive, so $u^2a(u)<N$ at every $u$. At $u=0$ this reduces to $0<N$.

```lean
/-- For a non-negative, integrable density that is not almost everywhere zero, above a
positive threshold, `u ^ 2` times the polarizability stays strictly below the total strength. -/
theorem sq_mul_polarizability_lt (hw0 : 0 < w0) (hg : ∀ w, w0 ≤ w → 0 ≤ g w)
    (hi : IntegrableOn g (Ici w0)) (hne : ¬ g =ᵐ[volume.restrict (Ici w0)] 0) (u : ℝ) :
    u ^ 2 * polarizability g w0 u < totalStrength g w0 := by
  have hiu := Integrable.const_mul (integrable_response hw0 hi u) (u ^ 2)
  have e : (fun w => g w * (1 - u ^ 2 * (w ^ 2 + u ^ 2)⁻¹)) =
      fun w => g w - u ^ 2 * (g w / (w ^ 2 + u ^ 2)) := by
    funext w
    ring
  have hk : ∀ w, w0 ≤ w → 0 < 1 - u ^ 2 * (w ^ 2 + u ^ 2)⁻¹ := by
    intro w hw
    have hwp : 0 < w := hw0.trans_le hw
    have hd : 0 < w ^ 2 + u ^ 2 := by positivity
    rw [sub_pos, ← div_eq_mul_inv, div_lt_iff₀ hd]
    nlinarith [pow_pos hwp 2]
  have hint : IntegrableOn (fun w => g w * (1 - u ^ 2 * (w ^ 2 + u ^ 2)⁻¹)) (Ici w0) := by
    rw [e]
    exact Integrable.sub hi hiu
  have hpos : 0 < ∫ w in Ici w0, g w * (1 - u ^ 2 * (w ^ 2 + u ^ 2)⁻¹) :=
    integral_mul_pos hg hne hk hint
  rw [e, integral_sub hi hiu, integral_const_mul] at hpos
  exact sub_pos.1 hpos
```

Suppose also that $M=\int_{w_0}^\infty w^2g\,dw$ converges, which requires absorption to die off fast enough at high energy. The free-electron limit applied to $w^2g$ then gives
$$u^2\bigl(N-u^2a(u)\bigr)\to M,\qquad\text{that is,}\qquad a(u)=\frac{N}{u^2}-\frac{M}{u^4}+o(u^{-4}).$$

```lean
/-- Leading correction to the free-electron limit: if `g` and `w ^ 2 * g w` are integrable
above a positive threshold, `u ^ 2` times the deficit tends to the integral of `w ^ 2 * g w`. -/
theorem tendsto_sq_mul_deficit (hw0 : 0 < w0) (hi : IntegrableOn g (Ici w0))
    (hi2 : IntegrableOn (fun w => w ^ 2 * g w) (Ici w0)) :
    Tendsto (fun u => u ^ 2 * (totalStrength g w0 - u ^ 2 * polarizability g w0 u)) atTop
      (𝓝 (∫ w in Ici w0, w ^ 2 * g w)) := by
  -- the free-electron limit, applied to the density weighted by w ^ 2
  have h := tendsto_sq_mul_polarizability hi2
  exact h.congr fun u => by rw [free_electron_deficit hw0 hi u]

end

end ImaginaryFrequencyPolarizability
```

```lean
#print axioms ImaginaryFrequencyPolarizability.polarizability_imaginary_axis
#print axioms ImaginaryFrequencyPolarizability.sq_mul_polarizability_lt
#print axioms ImaginaryFrequencyPolarizability.tendsto_sq_mul_deficit
```

```
'ImaginaryFrequencyPolarizability.polarizability_imaginary_axis' depends on axioms: [propext, Classical.choice, Quot.sound]
'ImaginaryFrequencyPolarizability.sq_mul_polarizability_lt' depends on axioms: [propext, Classical.choice, Quot.sound]
'ImaginaryFrequencyPolarizability.tendsto_sq_mul_deficit' depends on axioms: [propext, Classical.choice, Quot.sound]
```

## A single narrow line, and a check on a frequency grid

Squeezing all the strength into a narrow band at $w_1$ gives, in the limit, the one-oscillator model $a(u)=N/(w_1^2+u^2)$. Its deficit is $Nw_1^2/(w_1^2+u^2)$, and $M=Nw_1^2$.

A program that integrates the Casimir–Polder formula numerically needs $a(u)$ on a grid of imaginary frequencies. Suppose that it builds $a(u)=\sum_n f_n/(w_n^2+u^2)$ from a finite list of excitations $w_n>0$ with strengths $f_n\ge0$, not all zero. The same algebra, term by term, gives $\sum_n f_n-u^2a(u)=\sum_n f_nw_n^2/(w_n^2+u^2)$. Printing $u^2a(u)$ at increasing $u$ therefore tests the tail: it should approach $\sum_n f_n$ from below. Once $u$ is well above all the $w_n$, which may lie beyond the largest grid point, the deficit should fall about fourfold when $u$ doubles. In a finite basis, that sum may differ from the electron number.
